# An attained least action of a free particle satisfies the Hamilton-Jacobi equation where it is differentiable

For a real function $g$ on $\mathbb R^n$, the least action $S(x,t)=\min_y\,[\,g(y)+\|x-y\|^2/(2t)\,]$ satisfies $\partial S/\partial t+\|\nabla_x S\|^2/2=0$ at every point with $t>0$ where $S$ is Fréchet differentiable in $x$ and $t$ jointly. The particle has unit mass, the norm is Euclidean, and the minimum is assumed to be attained for all $x$ and all $t>0$.

```lean
import Mathlib

open Filter Topology

namespace HamiltonJacobiHopfLax

noncomputable section

variable {E : Type*} [NormedAddCommGroup E]

/-- The initial action `g y` plus the action of a free particle of unit mass that travels
from `y` to `x` in the time `t`, for `t ≠ 0`. -/
def cost (g : E → ℝ) (x : E) (t : ℝ) (y : E) : ℝ := g y + ‖x - y‖ ^ 2 / (2 * t)

/-- The action `S(x,t)` for `t > 0`: the infimum of the cost over all starting points, if the cost
is bounded below. If it is not, Lean's real infimum has the value `0`. -/
def hopfLax (g : E → ℝ) (x : E) (t : ℝ) : ℝ := ⨅ y, cost g x t y

/-- The starting point `y` has the least cost for reaching `x` in the time `t`. -/
def IsMinimiser (g : E → ℝ) (x : E) (t : ℝ) (y : E) : Prop :=
  ∀ z, cost g x t y ≤ cost g x t z

/-- For every end point and every positive time some starting point has the least cost. -/
def Attained (g : E → ℝ) : Prop := ∀ x t, 0 < t → ∃ y, IsMinimiser g x t y

/-- The action equals the cost of any optimal starting point. -/
theorem hopfLax_eq {g : E → ℝ} {x y : E} {t : ℝ} (h : IsMinimiser g x t y) :
    hopfLax g x t = cost g x t y := by
  have : Nonempty E := ⟨y⟩
  refine le_antisymm (ciInf_le ⟨cost g x t y, ?_⟩ y) (le_ciInf h)
  rintro _ ⟨z, rfl⟩
  exact h z

/-- If the minimum is attained, then at positive times the action is at most the cost of
any starting point. -/
theorem hopfLax_le {g : E → ℝ} (hg : Attained g) (x z : E) {t : ℝ} (ht : 0 < t) :
    hopfLax g x t ≤ cost g x t z := by
  obtain ⟨y, hy⟩ := hg x t ht
  rw [hopfLax_eq hy]
  exact hy z

variable [InnerProductSpace ℝ E]

/-- Let the minimum be attained and `t > 0`. Where the action is differentiable in position,
its gradient is the velocity `(x - y)/t` of the path from an optimal starting point `y`. -/
theorem gradient_hopfLax [CompleteSpace E] {g : E → ℝ} (hg : Attained g) {x y : E} {t : ℝ}
    (ht : 0 < t) (hy : IsMinimiser g x t y)
    (hd : DifferentiableAt ℝ (fun ξ => hopfLax g ξ t) x) :
    gradient (fun ξ => hopfLax g ξ t) x = (1 / t) • (x - y) := by
  have hS := hd.hasGradientAt.hasFDerivAt
  have h0 : HasFDerivAt (fun ξ : E => ξ - y) (ContinuousLinearMap.id ℝ E) x :=
    (hasFDerivAt_id x).sub_const y
  have hc := (h0.norm_sq.const_mul (1 / (2 * t))).const_add (g y)
  have he : (fun ξ => g y + 1 / (2 * t) * ‖ξ - y‖ ^ 2) = fun ξ => cost g ξ t y := by
    funext ξ
    unfold cost
    ring
  rw [he] at hc
  -- the cost from the fixed point `y` touches the action from above at `x`
  have hmin : IsLocalMin (fun ξ => cost g ξ t y - hopfLax g ξ t) x :=
    Eventually.of_forall fun ξ => by
      have h1 := hopfLax_le hg ξ y ht
      have h2 := hopfLax_eq hy
      show cost g x t y - hopfLax g x t ≤ cost g ξ t y - hopfLax g ξ t
      linarith
  have hz := hmin.hasFDerivAt_eq_zero (hc.sub hS)
  refine ext_inner_right ℝ fun v => ?_
  have hv : 1 / (2 * t) * (2 * inner ℝ (x - y) v)
      - inner ℝ (gradient (fun ξ => hopfLax g ξ t) x) v = 0 := by
    simpa [inner_sub_left] using congrArg (fun L : E →L[ℝ] ℝ => L v) hz
  have hr : 1 / (2 * t) * (2 * inner ℝ (x - y) v) = 1 / t * inner ℝ (x - y) v := by
    ring
  rw [real_inner_smul_left]
  linarith

/-- Let the minimum be attained and `t > 0`. Where the action is differentiable in time, its
time derivative is minus the kinetic energy of the path from an optimal starting point. -/
theorem deriv_hopfLax {g : E → ℝ} (hg : Attained g) {x y : E} {t : ℝ}
    (ht : 0 < t) (hy : IsMinimiser g x t y)
    (hd : DifferentiableAt ℝ (fun τ => hopfLax g x τ) t) :
    deriv (fun τ => hopfLax g x τ) t = -(‖x - y‖ ^ 2 / (2 * t ^ 2)) := by
  have hc := ((hasDerivAt_inv ht.ne').const_mul (‖x - y‖ ^ 2 / 2)).const_add (g y)
  have he : (fun τ : ℝ => g y + ‖x - y‖ ^ 2 / 2 * τ⁻¹) = fun τ => cost g x τ y := by
    funext τ
    unfold cost
    ring
  rw [he] at hc
  -- the same touching argument, now in the time variable
  have hmin : IsLocalMin (fun τ => cost g x τ y - hopfLax g x τ) t :=
    (eventually_gt_nhds ht).mono fun τ hτ => by
      have h1 := hopfLax_le hg x y hτ
      have h2 := hopfLax_eq hy
      show cost g x t y - hopfLax g x t ≤ cost g x τ y - hopfLax g x τ
      linarith
  have hz := hmin.hasDerivAt_eq_zero (hc.sub hd.hasDerivAt)
  have hr : ‖x - y‖ ^ 2 / 2 * -(t ^ 2)⁻¹ = -(‖x - y‖ ^ 2 / (2 * t ^ 2)) := by ring
  linarith

/-- **Hamilton-Jacobi equation.** If the minimum is attained, then wherever the action is
Fréchet differentiable in position and time jointly, at a positive time, its time derivative
plus half the squared norm of its spatial gradient is zero. -/
theorem hamilton_jacobi [CompleteSpace E] {g : E → ℝ} (hg : Attained g) {x : E} {t : ℝ}
    (ht : 0 < t) (hd : DifferentiableAt ℝ (fun z : E × ℝ => hopfLax g z.1 z.2) (x, t)) :
    deriv (fun τ => hopfLax g x τ) t
      + ‖gradient (fun ξ => hopfLax g ξ t) x‖ ^ 2 / 2 = 0 := by
  have hx : DifferentiableAt ℝ (fun ξ => hopfLax g ξ t) x :=
    DifferentiableAt.comp (f := fun ξ : E => (ξ, t))
      (g := fun z : E × ℝ => hopfLax g z.1 z.2) x hd (by fun_prop)
  have hτ : DifferentiableAt ℝ (fun τ => hopfLax g x τ) t :=
    DifferentiableAt.comp (f := fun τ : ℝ => (x, τ))
      (g := fun z : E × ℝ => hopfLax g z.1 z.2) t hd (by fun_prop)
  obtain ⟨y, hy⟩ := hg x t ht
  rw [deriv_hopfLax hg ht hy hτ, gradient_hopfLax hg ht hy hx, norm_smul, mul_pow,
    Real.norm_eq_abs, sq_abs]
  ring

/-- Let the minimum be attained and `t > 0`. Where the action is differentiable in position,
every optimal starting point is found by going back from `x` for the time `t` with the
constant velocity `∇S(x,t)`. -/
theorem minimiser_eq [CompleteSpace E] {g : E → ℝ} (hg : Attained g) {x y : E} {t : ℝ}
    (ht : 0 < t) (hy : IsMinimiser g x t y)
    (hd : DifferentiableAt ℝ (fun ξ => hopfLax g ξ t) x) :
    y = x - t • gradient (fun ξ => hopfLax g ξ t) x := by
  rw [gradient_hopfLax hg ht hy hd, smul_smul, mul_one_div_cancel ht.ne', one_smul,
    sub_sub_cancel]

/-- For the initial action `-|y|` on the line the minimum is attained, and the action at
positive times is `-|x| - t/2`. -/
theorem neg_abs_witness : Attained (fun y : ℝ => -|y|) ∧
    ∀ x t : ℝ, 0 < t → hopfLax (fun y : ℝ => -|y|) x t = -|x| - t / 2 := by
  -- lower bound by completing the square
  have low : ∀ x t z : ℝ, 0 < t → -|x| - t / 2 ≤ cost (fun y : ℝ => -|y|) x t z := by
    intro x t z ht
    have h1 : |x - z| ^ 2 / (2 * t) + t / 2 - |x - z| = (|x - z| - t) ^ 2 / (2 * t) := by
      field_simp
      ring
    have h2 : 0 ≤ (|x - z| - t) ^ 2 / (2 * t) := by positivity
    have h3 := abs_sub_abs_le_abs_sub z x
    rw [abs_sub_comm z x] at h3
    simp only [cost, Real.norm_eq_abs]
    linarith
  -- the bound is reached by starting a distance `t` further out
  have key : ∀ x t : ℝ, 0 < t → ∃ y, cost (fun y : ℝ => -|y|) x t y = -|x| - t / 2 := by
    intro x t ht
    rcases le_total 0 x with hx | hx
    · refine ⟨x + t, ?_⟩
      simp only [cost, Real.norm_eq_abs, sq_abs]
      rw [abs_of_nonneg hx, abs_of_nonneg (by linarith : 0 ≤ x + t)]
      field_simp
      ring
    · refine ⟨x - t, ?_⟩
      simp only [cost, Real.norm_eq_abs, sq_abs]
      rw [abs_of_nonpos hx, abs_of_nonpos (by linarith : x - t ≤ 0)]
      field_simp
      ring
  refine ⟨fun x t ht => ?_, fun x t ht => ?_⟩
  · obtain ⟨y, hy⟩ := key x t ht
    exact ⟨y, fun z => hy.le.trans (low x t z ht)⟩
  · obtain ⟨y, hy⟩ := key x t ht
    rw [← hy]
    exact hopfLax_eq fun z => hy.le.trans (low x t z ht)

/-- For the initial action `-|y|` on the line, the action is not differentiable in position
at the origin at any positive time. -/
theorem neg_abs_kink {t : ℝ} (ht : 0 < t) :
    ¬ DifferentiableAt ℝ (fun ξ => hopfLax (fun y : ℝ => -|y|) ξ t) 0 := by
  intro h
  have he : (fun ξ : ℝ => -(hopfLax (fun y : ℝ => -|y|) ξ t) - t / 2) = fun ξ => |ξ| := by
    funext ξ
    rw [neg_abs_witness.2 ξ t ht]
    ring
  have h' : DifferentiableAt ℝ
      (fun ξ : ℝ => -(hopfLax (fun y : ℝ => -|y|) ξ t) - t / 2) 0 :=
    h.neg.sub_const (t / 2)
  rw [he] at h'
  exact not_differentiableAt_abs_zero h'

end

end HamiltonJacobiHopfLax
```

```lean
#print axioms HamiltonJacobiHopfLax.hamilton_jacobi
#print axioms HamiltonJacobiHopfLax.minimiser_eq
#print axioms HamiltonJacobiHopfLax.neg_abs_kink
```

```
'HamiltonJacobiHopfLax.hamilton_jacobi' depends on axioms: [propext, Classical.choice, Quot.sound]
'HamiltonJacobiHopfLax.minimiser_eq' depends on axioms: [propext, Classical.choice, Quot.sound]
'HamiltonJacobiHopfLax.neg_abs_kink' depends on axioms: [propext, Classical.choice, Quot.sound]
```

## The least action for reaching a point

A free particle of unit mass may start at any point $y$ at time zero, and it has to be at $x$ at time $t$. The start carries an initial action $g(y)$. The motion adds the time integral of the kinetic energy, which for the straight path at constant velocity $(x-y)/t$ is
$$\frac12\left\|\frac{x-y}{t}\right\|^2 t=\frac{\|x-y\|^2}{2t}.$$
The sum is `cost g x t y`, and its infimum over $y$ is `hopfLax g x t` whenever the sum is bounded below in $y$. This is $S(x,t)$, Hamilton's principal function with initial data $g$; the Lean name refers to the Hopf-Lax formula.

The code takes the free-particle action as a formula in the end points. That no other path from $y$ to $x$ has a smaller action follows from the Cauchy-Schwarz inequality for the velocity, and this step from paths to end points lies before the Lean definitions.

In quantum mechanics, inserting $\psi=A\,e^{iS/\hbar}$, with a real amplitude $A\neq0$ and a real $S$ that do not depend on $\hbar$, into the Schrödinger equation of a free particle of unit mass gives the same Hamilton-Jacobi equation for $S$ at leading order in $\hbar$. Where several classical paths reach the same event, the semiclassical wave function is in general a sum of several such terms with different phases, and the least action alone does not describe it.

## What `hamilton_jacobi` assumes and concludes

The space `E` is a real inner product space that is complete, so it is a real Hilbert space of any dimension. The case $\mathbb R^n$ with its Euclidean norm is `EuclideanSpace ℝ (Fin n)`. The function `g` is arbitrary: neither continuity nor convexity is required.

`IsMinimiser g x t y` says that no starting point has a lower cost than `y`. The hypothesis `Attained g` says that such a `y` exists for every end point and every positive time. Physically, every event $(x,t)$ is reached by at least one path of least action. On $\mathbb R^n$ this holds if $g$ is continuous and bounded below. It fails for $g(y)=-\|y\|^2$ when $n\ge1$, a beam that focuses at $t=1/2$, because after that time the cost has no lower bound.

The hypothesis `hd` is joint differentiability at `(x, t)`. In the conclusion, `deriv` acts on $\tau\mapsto S(x,\tau)$ and `gradient` on $\xi\mapsto S(\xi,t)$, so these are the usual partial derivatives. The mass is one and there is no potential. The theorem says nothing about how large the set of differentiable points is, nor about whether $S$ approaches $g$ as $t\to0$.

## A fixed starting point bounds the action from above

Fix $x$ and $t>0$, and let $y$ be a minimiser for this event. Keep $y$ fixed, and vary the end point $\xi$ and the time $\tau>0$. The cost from $y$ is one of the candidates in the minimum, so
$$D(\xi,\tau)=g(y)+\frac{\|\xi-y\|^2}{2\tau}-S(\xi,\tau)\ \ge\ 0,\qquad D(x,t)=0.$$
Thus $D$ has a minimum at $(x,t)$. If $S$ is differentiable at $(x,t)$, so is $D$, and the first derivatives of $D$ vanish at that point.

For a displacement $v$ of the end point, the derivative of $\|\xi-y\|^2$ at $\xi=x$ is $2\langle x-y,v\rangle$. Hence
$$\frac{\langle x-y,v\rangle}{t}-\langle\nabla_xS,v\rangle=0\quad\text{for all }v,\qquad\text{so}\qquad \nabla_xS=\frac{x-y}{t}.$$
In time, the derivative of $1/(2\tau)$ at $\tau=t$ is $-1/(2t^2)$, which gives
$$\frac{\partial S}{\partial t}=-\frac{\|x-y\|^2}{2t^2}.$$
The gradient is the velocity of the optimal path, and the time derivative is minus its kinetic energy. Since $\|\nabla_xS\|^2/2=\|x-y\|^2/(2t^2)$, the two terms of the Hamilton-Jacobi equation cancel.

The change of the minimiser with $x$ and $t$ never enters. The argument does not need $y$ to be unique or to depend smoothly on the end point.

## The touching argument in Lean

`hopfLax_eq` identifies the infimum with the cost at a minimiser, which also supplies the lower bound that a real infimum needs. `hopfLax_le` then gives $S(\xi,\tau)\le$ `cost g ξ τ y` for $\tau>0$. Together they are the two facts about $D$ above.

`gradient_hopfLax` works at fixed time. Its `hc` is the derivative of the cost from the fixed `y`, and `hmin` states that the difference between cost and action has a local minimum at `x`. `hmin.hasFDerivAt_eq_zero` makes the derivative of this difference zero. The proof applies that linear map to a vector `v`, and `ext_inner_right` turns equality of all inner products into equality of vectors.

`deriv_hopfLax` repeats the argument in time. The comparison is available only at positive times, so `eventually_gt_nhds ht` restricts it to a neighbourhood of `t` where $\tau>0$.

In `hamilton_jacobi`, the two uses of `DifferentiableAt.comp` extract differentiability in position and in time from the joint hypothesis. The proof then takes a minimiser from `hg`, inserts the two derivative formulas, and finishes with `ring`.

`minimiser_eq` solves the gradient formula for the starting point:
$$y=x-t\,\nabla_xS(x,t).$$
Every minimiser has this form, so there is exactly one wherever $S$ is differentiable in position. It is the foot of the straight characteristic through $(x,t)$.

## Two optimal paths and a kink

Attainment does not imply differentiability. Take $g(y)=-|y|$ on the line and write $r=|x-y|$. Since $|y|\le|x|+r$,
$$-|y|+\frac{r^2}{2t}\ \ge\ -|x|-r+\frac{r^2}{2t}=-|x|-\frac t2+\frac{(r-t)^2}{2t}\ \ge\ -|x|-\frac t2 .$$
Equality holds for $y=x+t$ if $x\ge0$, and for $y=x-t$ if $x\le0$. The minimum is therefore attained, and $S(x,t)=-|x|-t/2$.

`neg_abs_witness` proves both statements: `low` is the completed square, and `key` supplies the starting points. `neg_abs_kink` shows that $S$ is not differentiable in position at $x=0$ for any $t>0$, since otherwise $|x|=-S(x,t)-t/2$ would be differentiable there.

At the origin, $y=t$ and $y=-t$ are both optimal, and their paths arrive with velocities $-1$ and $+1$. No single gradient can equal both. Away from the origin, the terms of the equation are $-1/2$ and $+1/2$.

## The same argument for a ground-state energy

Let $H(\lambda)$ be a Hermitian matrix that depends on a real parameter, with lowest eigenvalue $\varepsilon(\lambda)$, and let $\psi$ be a normalised ground state at $\lambda_0$. By the variational principle, $\langle\psi|H(\lambda)|\psi\rangle-\varepsilon(\lambda)$ is non-negative, and it vanishes at $\lambda_0$. If $H$ and $\varepsilon$ are differentiable there, stationarity gives
$$\varepsilon'(\lambda_0)=\langle\psi|H'(\lambda_0)|\psi\rangle,$$
the Hellmann-Feynman formula for the ground state. The fixed state $\psi$ plays the part of the fixed starting point $y$, and its response to $\lambda$ is not needed. The Lean code contains no statement about matrices; this formula rests on the short argument given here.
